# In the two-component model of a ²Π molecule, the lower level has a positive g-factor for J > 1/2, and it tends to zero as A/B → +∞

A ²Π molecule with total angular momentum J = 3/2 has two components, with electronic angular momentum Ω = 1/2 or 3/2 along its axis; if the spin-orbit constant A is twice the rotational constant B, rotation mixes them equally, and the lower level responds to a magnetic field with g-factor (3/2 + √3)/(15/4) ≈ 0.86, although pure Ω = 1/2 would have g-factor 0. In the two-component model below, the lower level has a positive g-factor for every J > 1/2 and every real Y = A/B, and this g-factor tends to 0 as Y → +∞ at fixed J.

```lean
import Mathlib

open Matrix Filter Topology

namespace DoubletPiZeeman

noncomputable section

/-- The squared rotational coupling `x = (J + 1/2)² - 1` between the two components of a
doublet Pi state, in units of the squared rotational constant. -/
def coupling (J : ℝ) : ℝ := (J + 1 / 2) ^ 2 - 1

/-- The Hamiltonian of a doublet Pi state in the basis `Ω = 1/2, 3/2`, in units of the rotational
constant and with the diagonal energy of `Ω = 1/2` as zero; `Y` is the spin-orbit constant
divided by the rotational constant. It is meant for `J > 1/2`. -/
def hamiltonian (J Y : ℝ) : Matrix (Fin 2) (Fin 2) ℝ :=
  !![0, -√(coupling J); -√(coupling J), Y - 2]

/-- The g-factor matrix in the same basis, with orbital and spin g-factors 1 and 2.
It is meant for `J > 1/2`, where the denominator `J (J + 1)` is positive. -/
def gMatrix (J : ℝ) : Matrix (Fin 2) (Fin 2) ℝ :=
  (1 / (J * (J + 1))) • !![0, √(coupling J); √(coupling J), 3]

/-- For `J > 1/2` and a unit vector `u`, the g-factor of the state `u`: the expectation value of the
g-factor matrix. -/
def gFactor (J : ℝ) (u : Fin 2 → ℝ) : ℝ := u ⬝ᵥ (gMatrix J *ᵥ u)

/-- The quantity `X = √((Y - 2)² + 4x)`. -/
def splitting (J Y : ℝ) : ℝ := √((Y - 2) ^ 2 + 4 * coupling J)

/-- The energy `(Y - 2 - X) / 2`. -/
def lowerEnergy (J Y : ℝ) : ℝ := (Y - 2 - splitting J Y) / 2

/-- The energy `(Y - 2 + X) / 2`. -/
def upperEnergy (J Y : ℝ) : ℝ := (Y - 2 + splitting J Y) / 2

/-- The vector `u` is a normalised eigenvector of the Hamiltonian with energy `E`. -/
def IsLevel (J Y E : ℝ) (u : Fin 2 → ℝ) : Prop :=
  u ⬝ᵥ u = 1 ∧ hamiltonian J Y *ᵥ u = E • u

/-- For `J > 1/2` the squared rotational coupling is positive. -/
theorem coupling_pos {J : ℝ} (hJ : 1 / 2 < J) : 0 < coupling J := by
  unfold coupling
  nlinarith

/-- For `J > 1/2` the quantity `X` is positive and its square is `(Y - 2)² + 4x`. -/
theorem splitting_pos_and_sq {J : ℝ} (hJ : 1 / 2 < J) (Y : ℝ) :
    0 < splitting J Y ∧ splitting J Y ^ 2 = (Y - 2) ^ 2 + 4 * coupling J := by
  have hx := coupling_pos hJ
  have h : 0 < (Y - 2) ^ 2 + 4 * coupling J := by positivity
  exact ⟨Real.sqrt_pos.2 h, Real.sq_sqrt h.le⟩

/-- The eigenvalue equation of the Hamiltonian is the pair of secular equations for the
amplitudes on `Ω = 1/2` and `Ω = 3/2`. -/
theorem secular_equations (J Y E : ℝ) (u : Fin 2 → ℝ) :
    hamiltonian J Y *ᵥ u = E • u ↔
      -√(coupling J) * u 1 = E * u 0 ∧
        -√(coupling J) * u 0 + (Y - 2) * u 1 = E * u 1 := by
  rw [funext_iff, Fin.forall_fin_two]
  simp [hamiltonian, Matrix.mulVec, dotProduct, Fin.sum_univ_two]

/-- For `J > 1/2` the energies of the normalised eigenvectors are exactly
`(Y - 2 - X) / 2` and `(Y - 2 + X) / 2`. -/
theorem exists_level_iff {J : ℝ} (hJ : 1 / 2 < J) (Y E : ℝ) :
    (∃ u, IsLevel J Y E u) ↔ E = lowerEnergy J Y ∨ E = upperEnergy J Y := by
  have hx := coupling_pos hJ
  have hs : √(coupling J) * √(coupling J) = coupling J := Real.mul_self_sqrt hx.le
  obtain ⟨-, hsq⟩ := splitting_pos_and_sq hJ Y
  constructor
  · rintro ⟨u, hn, hu⟩
    obtain ⟨h1, h2⟩ := (secular_equations J Y E u).1 hu
    simp only [dotProduct, Fin.sum_univ_two] at hn
    -- the characteristic polynomial vanishes, and it factorises
    have hc : E * E - (Y - 2) * E - coupling J = 0 := by
      linear_combination (u 0 * (Y - 2 - E) + u 1 * √(coupling J)) * h1 +
        (u 0 * √(coupling J) - u 1 * E) * h2 -
        (E * E - (Y - 2) * E - √(coupling J) * √(coupling J)) * hn + hs
    have hf : (E - lowerEnergy J Y) * (E - upperEnergy J Y) = 0 := by
      unfold lowerEnergy upperEnergy
      linear_combination hc - hsq / 4
    rcases mul_eq_zero.1 hf with h | h
    · exact Or.inl (sub_eq_zero.1 h)
    · exact Or.inr (sub_eq_zero.1 h)
  · intro h
    have hc : E * E - (Y - 2) * E - coupling J = 0 := by
      rcases h with h | h
      · rw [h, lowerEnergy]
        linear_combination hsq / 4
      · rw [h, upperEnergy]
        linear_combination hsq / 4
    -- the vector (√x, -E), divided by its length r, is the eigenvector
    have hp : 0 < coupling J + E * E := by nlinarith [mul_self_nonneg E]
    obtain ⟨r, hr⟩ : ∃ r : ℝ, r * r = coupling J + E * E :=
      ⟨√(coupling J + E * E), Real.mul_self_sqrt hp.le⟩
    refine ⟨![√(coupling J) / r, -E / r], ?_, (secular_equations J Y E _).2 ⟨?_, ?_⟩⟩
    · simp only [dotProduct, Fin.sum_univ_two, Matrix.cons_val_zero, Matrix.cons_val_one]
      calc √(coupling J) / r * (√(coupling J) / r) + -E / r * (-E / r)
          = (√(coupling J) * √(coupling J) + E * E) / (r * r) := by ring
        _ = 1 := by rw [hs, hr, div_self hp.ne']
    · simp only [Matrix.cons_val_zero, Matrix.cons_val_one]
      ring
    · simp only [Matrix.cons_val_zero, Matrix.cons_val_one]
      linear_combination (hc - hs) / r

/-- For `J > 1/2` the g-factor `g` of a level with energy `E` obeys
`(Y - 2 - 2E) g J (J + 1) = 2x - 3E`. -/
theorem gFactor_level {J Y E : ℝ} {u : Fin 2 → ℝ} (hJ : 1 / 2 < J) (h : IsLevel J Y E u) :
    (Y - 2 - 2 * E) * (gFactor J u * (J * (J + 1))) = 2 * coupling J - 3 * E := by
  have hK : J * (J + 1) ≠ 0 := by nlinarith
  have hs : √(coupling J) * √(coupling J) = coupling J :=
    Real.mul_self_sqrt (coupling_pos hJ).le
  obtain ⟨hn, hu⟩ := h
  obtain ⟨h1, h2⟩ := (secular_equations J Y E u).1 hu
  simp only [dotProduct, Fin.sum_univ_two] at hn
  have hg : gFactor J u =
      (2 * √(coupling J) * (u 0 * u 1) + 3 * (u 1 * u 1)) / (J * (J + 1)) := by
    unfold gFactor gMatrix
    generalize J * (J + 1) = K
    simp [Matrix.mulVec, dotProduct, Fin.sum_univ_two]
    ring
  -- coherence between the components, and population of Ω = 3/2
  have k1 : (Y - 2 - 2 * E) * (u 0 * u 1) = √(coupling J) := by
    linear_combination u 0 * h2 + u 1 * h1 + √(coupling J) * hn
  have k2 : (Y - 2 - 2 * E) * (u 1 * u 1) = -E := by
    linear_combination u 1 * h2 - u 0 * h1 - E * hn
  rw [hg, div_mul_cancel₀ _ hK]
  linear_combination 2 * √(coupling J) * k1 + 3 * k2 + 2 * hs

/-- For `J > 1/2` and every real `Y`, the g-factor of the lower level is
`(3/2 + (2x - 3(Y - 2)/2) / X) / (J (J + 1))`, and it is positive. -/
theorem gFactor_lower {J Y : ℝ} {u : Fin 2 → ℝ} (hJ : 1 / 2 < J)
    (h : IsLevel J Y (lowerEnergy J Y) u) :
    gFactor J u = (3 / 2 + (2 * coupling J - 3 * (Y - 2) / 2) / splitting J Y) / (J * (J + 1)) ∧
      0 < gFactor J u := by
  have hK : 0 < J * (J + 1) := by nlinarith
  have hx := coupling_pos hJ
  obtain ⟨hX, hsq⟩ := splitting_pos_and_sq hJ Y
  have hk := gFactor_level hJ h
  unfold lowerEnergy at hk
  constructor
  · have e : splitting J Y * ((2 * coupling J - 3 * (Y - 2) / 2) / splitting J Y) =
        2 * coupling J - 3 * (Y - 2) / 2 := mul_div_cancel₀ _ hX.ne'
    rw [eq_div_iff hK.ne']
    apply mul_left_cancel₀ hX.ne'
    linear_combination hk - e
  · -- positivity rests on X > Y - 2
    have hlt : Y - 2 < splitting J Y := by
      by_contra hcon
      nlinarith [not_lt.1 hcon]
    have hp : 0 < splitting J Y * (J * (J + 1)) * gFactor J u := by linarith
    exact (mul_pos_iff_of_pos_left (mul_pos hX hK)).1 hp

/-- For `J > 1/2` and `Y ≥ 3`, the g-factor of the lower level is at most
`5x / (J (J + 1) (Y - 2))`. -/
theorem gFactor_lower_le {J Y : ℝ} {u : Fin 2 → ℝ} (hJ : 1 / 2 < J) (hY : 3 ≤ Y)
    (h : IsLevel J Y (lowerEnergy J Y) u) :
    gFactor J u ≤ 5 * coupling J / (J * (J + 1)) / (Y - 2) := by
  have hK : 0 < J * (J + 1) := by nlinarith
  have hd : 0 < Y - 2 := by linarith
  have hx := coupling_pos hJ
  obtain ⟨hX, hsq⟩ := splitting_pos_and_sq hJ Y
  have hk := gFactor_level hJ h
  unfold lowerEnergy at hk
  have hle : Y - 2 ≤ splitting J Y := by nlinarith
  have f1 : (splitting J Y - (Y - 2)) * (Y - 2) ≤ 2 * coupling J := by
    nlinarith [sq_nonneg (splitting J Y - (Y - 2))]
  have f2 : coupling J * (Y - 2) ≤ coupling J * splitting J Y :=
    mul_le_mul_of_nonneg_left hle hx.le
  have f3 : coupling J * 1 ≤ coupling J * splitting J Y :=
    mul_le_mul_of_nonneg_left (by linarith) hx.le
  rw [le_div_iff₀ hd, le_div_iff₀ hK]
  refine le_of_mul_le_mul_left ?_ hX
  calc splitting J Y * (gFactor J u * (Y - 2) * (J * (J + 1)))
      = 2 * (coupling J * (Y - 2)) + 3 / 2 * ((splitting J Y - (Y - 2)) * (Y - 2)) := by
        linear_combination (Y - 2) * hk
    _ ≤ splitting J Y * (5 * coupling J) := by linarith

/-- For fixed `J > 1/2`, the g-factor of the lower level tends to zero as `Y` grows,
whichever normalised lower eigenvector is chosen at each `Y`. -/
theorem tendsto_gFactor_lower {J : ℝ} (hJ : 1 / 2 < J) (u : ℝ → Fin 2 → ℝ)
    (h : ∀ Y, IsLevel J Y (lowerEnergy J Y) (u Y)) :
    Tendsto (fun Y => gFactor J (u Y)) atTop (𝓝 0) := by
  have ht : Tendsto (fun Y : ℝ => Y - 2) atTop atTop := by
    simpa only [sub_eq_add_neg, id] using
      tendsto_atTop_add_const_right atTop (-2 : ℝ) tendsto_id
  refine squeeze_zero' (Eventually.of_forall fun Y => (gFactor_lower hJ (h Y)).2.le) ?_
    ((tendsto_const_nhds (x := 5 * coupling J / (J * (J + 1)))).div_atTop ht)
  filter_upwards [eventually_ge_atTop (3 : ℝ)] with Y hY
  exact gFactor_lower_le hJ hY (h Y)

/-- For `J > 1/2` the g-factor of the upper level vanishes exactly when `Y = 2x/3 + 1/2`. -/
theorem gFactor_upper_eq_zero_iff {J Y : ℝ} {u : Fin 2 → ℝ} (hJ : 1 / 2 < J)
    (h : IsLevel J Y (upperEnergy J Y) u) :
    gFactor J u = 0 ↔ Y = 2 * coupling J / 3 + 1 / 2 := by
  have hK : 0 < J * (J + 1) := by nlinarith
  have hx := coupling_pos hJ
  obtain ⟨hX, hsq⟩ := splitting_pos_and_sq hJ Y
  have hk := gFactor_level hJ h
  unfold upperEnergy at hk
  constructor
  · intro hg
    rw [hg] at hk
    have h3 : 3 * splitting J Y = 4 * coupling J - 3 * (Y - 2) := by linarith
    -- squaring removes the root
    have h4 : coupling J * (4 * coupling J - 6 * (Y - 2) - 9) = 0 := by
      linear_combination 9 / 4 * hsq -
        (3 * splitting J Y + 4 * coupling J - 3 * (Y - 2)) / 4 * h3
    have h5 := (mul_eq_zero.1 h4).resolve_left hx.ne'
    linarith
  · intro hY
    have hf : (splitting J Y - (2 * coupling J / 3 + 3 / 2)) *
        (splitting J Y + (2 * coupling J / 3 + 3 / 2)) = 0 := by
      linear_combination hsq + (Y - 2 + 2 * coupling J / 3 - 3 / 2) * hY
    have hm := (mul_eq_zero.1 hf).resolve_right (by positivity)
    have h0 : splitting J Y * (J * (J + 1)) * gFactor J u = 0 := by
      linear_combination -hk + 3 / 2 * hm + 3 / 2 * hY
    exact (mul_eq_zero.1 h0).resolve_left (mul_pos hX hK).ne'

end

end DoubletPiZeeman
```

```lean
#print axioms DoubletPiZeeman.exists_level_iff
#print axioms DoubletPiZeeman.tendsto_gFactor_lower
#print axioms DoubletPiZeeman.gFactor_upper_eq_zero_iff
```

```
'DoubletPiZeeman.exists_level_iff' depends on axioms: [propext, Classical.choice, Quot.sound]
'DoubletPiZeeman.tendsto_gFactor_lower' depends on axioms: [propext, Classical.choice, Quot.sound]
'DoubletPiZeeman.gFactor_upper_eq_zero_iff' depends on axioms: [propext, Classical.choice, Quot.sound]
```

## Two components, two matrices

The g-factor measures how far a weak field shifts a level: to first order the shift is g μ_B M times the field strength, where μ_B is the Bohr magneton and M is the projection of the total angular momentum on the field direction.

In the component Ω = 1/2, the orbital projection +1 and the spin projection −1/2 give 1 + 2·(−1/2) = 0, so the magnetic moment along the axis cancels. In Ω = 3/2 the sum is 1 + 2·(1/2) = 2. Multiplied by Ω = 3/2, it gives the entry 3 in `gMatrix`, before division by J(J + 1). The off-diagonal entries come from the spin perpendicular to the axis.

Energies are measured in units of B, from the diagonal energy of Ω = 1/2. The other component then lies at Y − 2, and rotation couples the two with strength −√x, where

x = (J + 1/2)² − 1.

The Lean name `coupling` denotes x, the square of the coupling strength. The off-diagonal entries of `hamiltonian` and `gMatrix` have opposite signs. In the lower level the two amplitudes have the same sign, so the mixing contributes positively to g.

A state is represented by a real unit vector `u : Fin 2 → ℝ`, with `u 0` the amplitude on Ω = 1/2 and `u 1` that on Ω = 3/2. The predicate `IsLevel J Y E u` says that u has unit length and satisfies the eigenvalue equation with energy E. `gFactor J u` is the expectation value of the g matrix, and `splitting` is

X = √((Y − 2)² + 4x),

the distance between the two levels.

J and Y are arbitrary real numbers, subject to J > 1/2. The physical values J = 3/2, 5/2, … are included, but half-integrality is never used. Negative Y, which describes an inverted ²Π state, is allowed in the formula and in the positivity statement.

The reduction of a real molecule to these two matrices leaves out Λ-doubling, centrifugal distortion, hyperfine structure and admixture of other electronic states, and it sets the spin g-factor to exactly 2. Within this two-state, first-order description, the result gives the Zeeman slopes of rotational levels between Hund's cases (a) and (b).

## From the secular equations to the g-factor

Write D = Y − 2, s = √x, K = J(J + 1), and u₀, u₁ for the two amplitudes. The eigenvalue equation is the pair

−s u₁ = E u₀,

−s u₀ + D u₁ = E u₁.

Eliminating either amplitude leaves (E² − DE − x) times the other equal to zero. A unit vector is not zero, so

E² − DE − x = 0, that is, E = (D − X)/2 or E = (D + X)/2.

Both energies occur. For either root, the vector (s, −E)/√(x + E²) has unit length and satisfies both equations.

The g-factor of a level is

K g = 2s u₀u₁ + 3u₁².

It can be found without solving for the amplitudes. Multiply the first secular equation by u₁ and the second by u₀, add them, and use u₀² + u₁² = 1:

(D − 2E) u₀u₁ = s.

Multiply the second by u₁, subtract u₀ times the first, and normalise again:

(D − 2E) u₁² = −E.

Together these give, for either level,

(D − 2E) K g = 2x − 3E.

For the lower level, D − 2E = X, hence

X K g = 2x + (3/2)(X − D).

Division by XK gives

g = (3/2 + (2x − 3D/2)/X)/K.

Since x > 0, X² = D² + 4x exceeds D², and so X > D whatever the sign of D. Both terms in the expression for XKg are then positive, and so is g.

## Decay under strong spin-orbit coupling

Let Y ≥ 3, so that D ≥ 1. From (X − D)² ≥ 0 and X² = D² + 4x it follows that

(X − D)D ≤ 2x.

Multiply the expression for XKg by D and use X ≥ D and X ≥ 1:

X K g D = 2xD + (3/2)(X − D)D ≤ 2xX + 3x ≤ 5xX.

Therefore

0 < g ≤ 5x/(K(Y − 2)),

and g tends to 0 as Y → +∞ with J fixed. Physically, the lower level becomes nearly pure Ω = 1/2, where the orbital and spin moments along the axis cancel.

The upper level behaves differently. There D − 2E = −X, so g = 0 means 3X = 4x − 3D. Squaring and dividing by x > 0 gives D = 2x/3 − 3/2, or

Y = 2x/3 + 1/2.

Conversely, at this Y one finds X = 2x/3 + 3/2, which satisfies the unsquared equation. For J = 3/2 the zero lies at Y = 5/2.

## The same algebra in Lean

`coupling_pos` and `splitting_pos_and_sq` supply x > 0, X > 0 and the value of X². `secular_equations` turns the matrix equation into the two scalar equations.

`exists_level_iff` states that a unit eigenvector with energy E exists exactly when E is one of the two roots. In one direction, `linear_combination` performs the elimination: it takes stated multiples of the secular equations and the normalisation, and checks the resulting polynomial identity. In the other direction, the proof supplies the explicit eigenvector above. A lower eigenvector therefore exists at every Y, as the later theorems require.

In `gFactor_level`, the identities `k1` and `k2` are those for u₀u₁ and u₁², and the last line combines them into the relation between g and E. `gFactor_lower` inserts the lower energy and cancels X to obtain the formula; for positivity it first proves `hlt`, the inequality X > D.

`gFactor_lower_le` proves the bound for Y ≥ 3. Its inequality `f1` is (X − D)D ≤ 2x, while `f2` and `f3` are the two uses of the lower bounds on X. `tendsto_gFactor_lower` then places g between 0 and the bound by `squeeze_zero'`. It takes a function `u` that selects a unit lower eigenvector at each Y. No continuity is assumed, so the sign of the vector may change from one Y to the next.

`gFactor_upper_eq_zero_iff` follows the squaring argument. In the converse direction it factorises a difference of squares and discards the factor that is positive.

## The edge J = 1/2

Positivity fails if J > 1/2 is relaxed to J ≥ 1/2. At J = 1/2 the coupling x is zero, and for Y = 3 the Hamiltonian is diagonal with entries 0 and 1. Its lower unit eigenvector is (1, 0), whose g-factor is exactly 0. Physically, J = 1/2 has no Ω = 3/2 component to mix in.

## A level with J = 3/2 and Y = 4

In this model, the g-factor of a level is found by diagonalising the field-free matrix and taking the expectation value of the g matrix in the chosen unit eigenvector. Multiplied by μ_B M and the field strength, it gives the first-order Zeeman shift. For J = 3/2 and Y = 4, the inputs are x = 3, K = 15/4 and D = 2, so

X = √(4 + 12) = 4, E = (2 − 4)/2 = −1, u = (√3/2, 1/2).

The expectation value is

g = (2√3 · √3/4 + 3/4)/(15/4) = (9/4)/(15/4) = 0.6,

and the closed formula gives the same number, (3/2 + (6 − 3)/4)/(15/4) = 0.6. In a weak field the level splits into four sublevels, M = −3/2, −1/2, 1/2 and 3/2, with neighbours separated by 0.6 μ_B times the field strength.
